# For independent kinks conditioned on zero total displacement, the total displacement times any observable has mean zero

Take `n` independent kinks, each drawn from the same law `q` on a finite set of kinds, where a kink of kind `c` has real displacement `h c`. Condition their joint law on total displacement zero, an event assumed to have positive probability. The lemma `closed_mean` states that under this normalised conditional law the mean of `∑ j, h (x j) * g x` is zero for every real function `g` of the configuration `x`. The proof shows that each configuration contributes zero to the mean: once `g x` is taken out of the sum over kinks, either the total displacement vanishes or the conditional probability does.

The failing Lean file:

```lean
import Mathlib

open Finset

namespace ClosedMean

noncomputable section

/-- A probability law on a finite set of states. -/
structure Law (S : Type*) [Fintype S] where
  prob : S → ℝ
  nonneg : ∀ a, 0 ≤ prob a
  total : ∑ a, prob a = 1

variable {S K : Type*} [Fintype S] [Fintype K] {n : ℕ}

/-- The mean of an observable. -/
def Law.mean (P : Law S) (f : S → ℝ) : ℝ := ∑ a, P.prob a * f a

/-- The law of `n` independent kinks, each distributed according to `q`. -/
def Law.iid (q : Law K) (n : ℕ) : Law (Fin n → K) where
  prob x := ∏ i, q.prob (x i)
  nonneg x := Finset.prod_nonneg fun i _ => q.nonneg (x i)
  total := by
    have h := Finset.prod_univ_sum (fun _ : Fin n => (univ : Finset K))
      (fun _ c => q.prob c)
    rw [Fintype.piFinset_univ] at h
    rw [← h]
    simp [q.total]

/-- The probability that `n` independent kinks have total displacement zero. -/
def closureProb (q : Law K) (h : K → ℝ) (n : ℕ) : ℝ :=
  ∑ x : Fin n → K, if ∑ i, h (x i) = 0 then (q.iid n).prob x else 0

/-- The law of `n` independent kinks conditioned on total displacement zero,
defined when this event has positive probability. -/
def periodic (q : Law K) (h : K → ℝ) (n : ℕ) (hc : 0 < closureProb q h n) :
    Law (Fin n → K) where
  prob x := (if ∑ i, h (x i) = 0 then (q.iid n).prob x else 0) / closureProb q h n
  nonneg x := div_nonneg (by
    split_ifs
    · exact (q.iid n).nonneg x
    · exact le_rfl) hc.le
  total := by
    rw [← Finset.sum_div]
    exact div_self hc.ne'

variable {q : Law K} {h : K → ℝ}

private lemma closed_mean (hc : 0 < closureProb q h n) (g : (Fin n → K) → ℝ) :
    (periodic q h n hc).mean (fun x => ∑ j, h (x j) * g x) = 0 := by
  refine Finset.sum_eq_zero fun x _ => ?_
  rw [← Finset.sum_mul]
  by_cases hx : ∑ i, h (x i) = 0
  · rw [hx, zero_mul, mul_zero]
  · simp [periodic, hx]

end

end ClosedMean
```

Messages:

```
Main.lean:53:6: error: Tactic `rewrite` failed: Did not find an occurrence of the pattern
  ∑ i ∈ ?s, ?f i * ?a
in the target expression
  (periodic q h n hc).prob x * (fun x => ∑ j, h (x j) * g x) x = 0

K : Type u_2
inst✝ : Fintype K
n : ℕ
q : Law K
h : K → ℝ
hc : 0 < closureProb q h n
g : (Fin n → K) → ℝ
x : Fin n → K
x✝ : x ∈ univ
⊢ (periodic q h n hc).prob x * (fun x => ∑ j, h (x j) * g x) x = 0
```

What went wrong. The message says that `rw [← Finset.sum_mul]` found no sum of the form `∑ i ∈ ?s, ?f i * ?a` in the goal. Such a sum is there to the eye, but it sits inside a function that has not yet been evaluated: `(fun x => ∑ j, h (x j) * g x) x`. The goal has this shape because `mean` multiplies each probability by `f a`, and here `f` is the whole `fun` expression.

Inside the `fun`, the `x` in `h (x j)` and `g x` is the function's bound variable, not the configuration `x` of the context. `rw` cannot rewrite a term that contains a variable bound outside that term, so it passes over this sum.

The added `change` line restates the goal with the function applied. The two forms are equal by definition, so Lean accepts the restatement. The sum now speaks of the fixed configuration `x`, and `rw` can match `?a` with `g x` and take that factor out.

Lean accepts the file once it reads:

```diff
@@ -51,4 +51,5 @@
     (periodic q h n hc).mean (fun x => ∑ j, h (x j) * g x) = 0 := by
   refine Finset.sum_eq_zero fun x _ => ?_
+  change (periodic q h n hc).prob x * (∑ j, h (x j) * g x) = 0
   rw [← Finset.sum_mul]
   by_cases hx : ∑ i, h (x i) = 0
```
